# Under the oscillator sum rule, the minimal-coupling response is minus the squared frequency times the polarizability

Take a charged particle of mass m with a finite set of transitions, with frequencies ω_n and dipole elements x_n, whose oscillator sum Σ 2 ω_n |x_n|² equals 1/m in units with ħ = 1. Write the current that a uniform vector potential A induces in minimal coupling, diamagnetic part included, as −K A. Away from resonance, the response K is minus the squared frequency times the electric polarizability. If all transition frequencies are positive, the response therefore vanishes at zero frequency: a static, uniform vector potential drives no current. The sum rule is assumed here and not derived, and parts (d) and (e) find what happens when it fails.

The result bears on sum-over-states calculations of linear response. For one particle and a finite list of transitions, with momentum elements tied to the dipole elements by the relation p_n = i m ω_n x_n introduced below, it says when the momentum form and the dipole form of the response agree, and by how much they differ when the list is cut short.

## Transitions, dipoles and the two response functions

Units have ħ = 1. The particle has charge q and mass m > 0, and it moves along one direction with position x and momentum p. It starts in a reference state 0. A label n marks a transition to another state, with frequency ω_n and complex dipole element x_n = ⟨n|x|0⟩; the charge is kept outside x_n. In the code the labels form a type `ι`, and the transitions in use form a finite set `s : Finset ι`. Keeping the set separate from the type makes it possible to compare a full list with a shorter one.

```lean
import Mathlib

open Complex

namespace MinimalCouplingResponse

noncomputable section

variable {ι : Type*}
```

For a Hamiltonian H = p²/(2m) + V(x), the commutator [H, x] = −i p/m fixes the momentum elements p_n = ⟨n|p|0⟩ in terms of the dipoles:

p_n = i m ω_n x_n

The file takes this relation as the definition of `momentum`. No Hamiltonian or operator appears in it, only the numbers ω_n and x_n.

```lean
/-- Momentum matrix elements `p_n = i m ω_n x_n` belonging to the dipole elements `x_n`. -/
def momentum (m : ℝ) (ω : ι → ℝ) (x : ι → ℂ) (n : ι) : ℂ :=
  I * (m : ℂ) * (ω n : ℂ) * x n
```

The oscillator sum over the set s is

S_s = Σ_{n∈s} 2 ω_n |x_n|²

It is a real number. For the Hamiltonian above and a complete set of transitions, the canonical commutator [x, p] = i gives it the value 1/m, which is the Thomas–Reiche–Kuhn sum rule. For a finite set this value is a condition on the data, and the theorems that need it carry it as the hypothesis `hsum`.

```lean
/-- The oscillator sum `∑ 2 ω_n |x_n|²` over a finite set of transitions. -/
def oscillatorSum (s : Finset ι) (ω : ι → ℝ) (x : ι → ℂ) : ℝ :=
  ∑ n ∈ s, 2 * ω n * ‖x n‖ ^ 2
```

The polarizability gives the dipole moment induced by an electric field at frequency z:

α_s(z) = q² Σ_{n∈s} 2 ω_n |x_n|² / (ω_n² − z²)

The frequency z may be complex, so imaginary frequencies and frequencies shifted off the real axis are included. The casts `(ω n : ℂ)` place the real data among the complex numbers, and `‖x n‖` is the modulus |x_n|.

```lean
/-- The polarizability `α(z) = q² ∑ 2 ω_n |x_n|² / (ω_n² - z²)` at complex frequency `z`. -/
def polarizability (q : ℝ) (s : Finset ι) (ω : ι → ℝ) (x : ι → ℂ) (z : ℂ) : ℂ :=
  (q : ℂ) ^ 2 * ∑ n ∈ s, 2 * (ω n : ℂ) * (‖x n‖ : ℂ) ^ 2 / ((ω n : ℂ) ^ 2 - z ^ 2)
```

In minimal coupling the velocity is (p − qA)/m, where A is the vector potential, treated as a prescribed classical field that is uniform over the particle. To first order in A, the induced current is −K_s(z) A, with

K_s(z) = q²/m − (q/m)² Σ_{n∈s} 2 ω_n |p_n|² / (ω_n² − z²)

The first term is diamagnetic and comes from the −qA in the velocity. The second is paramagnetic and comes from the change of the state. The definition `currentResponse` accepts any momentum elements `p`; every theorem below supplies `momentum m ω x`.

```lean
/-- The minimal-coupling response: the diamagnetic term `q²/m` minus the paramagnetic term
`(q/m)² ∑ 2 ω_n |p_n|² / (ω_n² - z²)`. -/
def currentResponse (q m : ℝ) (s : Finset ι) (ω : ι → ℝ) (p : ι → ℂ) (z : ℂ) : ℂ :=
  (q : ℂ) ^ 2 / (m : ℂ) - ((q : ℂ) / (m : ℂ)) ^ 2 *
    ∑ n ∈ s, 2 * (ω n : ℂ) * (‖p n‖ : ℂ) ^ 2 / ((ω n : ℂ) ^ 2 - z ^ 2)
```

These formulas are the starting point, and their derivation from perturbation theory is not part of the file. The model has no spatial variation of the field, no damping and no quantized photon modes.

## (a) The size of a momentum element

**Task.** Express the squared modulus of a momentum element through the dipole element of the same transition:

|p_n|² = m² ω_n² |x_n|²

**Solution.** The modulus of a product is the product of the moduli, and |i| = 1. Hence

|p_n| = |i| |m| |ω_n| |x_n| = |m| |ω_n| |x_n|

Squaring removes the absolute values from the real numbers m and ω_n, which gives the target. The signs of m and ω_n play no part, so the theorem puts no condition on them.

The `simp only` call takes the same steps: `norm_mul` splits the modulus, `Complex.norm_I` supplies |i| = 1, and `sq_abs` removes the absolute values after squaring.

```lean
/-- The squared momentum element is `m² ω_n²` times the squared dipole element. -/
theorem norm_momentum_sq (m : ℝ) (ω : ι → ℝ) (x : ι → ℂ) (n : ι) :
    ‖momentum m ω x n‖ ^ 2 = m ^ 2 * ω n ^ 2 * ‖x n‖ ^ 2 := by
  simp only [momentum, norm_mul, Complex.norm_I, Complex.norm_real, Real.norm_eq_abs,
    mul_pow, sq_abs, one_mul]
```

## (b) The response without a sum rule

**Task.** Let z² ≠ ω_n² for every n in s. Without assuming anything about the oscillator sum, show that

K_s(z) = q² (1/m − S_s) − z² α_s(z)

**Solution.** Insert (a) into one term of the paramagnetic part. The factor m² cancels the 1/m² in front:

(q/m)² · 2 ω_n |p_n|² / (ω_n² − z²) = q² · 2 ω_n |x_n|² · ω_n² / (ω_n² − z²)

Off resonance the denominator is not zero, and the last fraction can be split:

ω_n² / (ω_n² − z²) = 1 + z² / (ω_n² − z²)

Each term thus has a part that does not depend on frequency and a part proportional to z². Summed over n in s, the first parts give q² S_s and the second give z² α_s(z):

(q/m)² Σ_{n∈s} 2 ω_n |p_n|² / (ω_n² − z²) = q² S_s + z² α_s(z)

Subtracting this from the diamagnetic term q²/m gives the target.

In the proof, `key` is this last equation. The prefactors are moved inside the sums, the two sums on the right are merged, and `Finset.sum_congr` reduces the claim to a single transition. There `hd` states that the denominator is nonzero, and `hp` is part (a) carried over to complex numbers. The calls `field_simp` and `ring` then clear the fractions and compare the two sides, which does the work of the splitting. The final `linear_combination -key` subtracts the paramagnetic term from q²/m.

```lean
/-- For any finite set of transitions, off resonance, the minimal-coupling response is
`-z² α(z)` plus `q²` times the amount by which the oscillator sum falls short of `1/m`. -/
theorem currentResponse_eq_defect {q m : ℝ} (hm : 0 < m) {s : Finset ι} {ω : ι → ℝ}
    {x : ι → ℂ} {z : ℂ} (hz : ∀ n ∈ s, z ^ 2 ≠ (ω n : ℂ) ^ 2) :
    currentResponse q m s ω (momentum m ω x) z =
      (q : ℂ) ^ 2 * (1 / (m : ℂ) - (oscillatorSum s ω x : ℂ))
        - z ^ 2 * polarizability q s ω x z := by
  have hm' : (m : ℂ) ≠ 0 := by exact_mod_cast hm.ne'
  -- split ω² / (ω² - z²) = 1 + z² / (ω² - z²) in every term
  have key : ((q : ℂ) / (m : ℂ)) ^ 2 *
      ∑ n ∈ s, 2 * (ω n : ℂ) * (‖momentum m ω x n‖ : ℂ) ^ 2 / ((ω n : ℂ) ^ 2 - z ^ 2) =
      (q : ℂ) ^ 2 * ∑ n ∈ s, 2 * (ω n : ℂ) * (‖x n‖ : ℂ) ^ 2 +
      z ^ 2 * ((q : ℂ) ^ 2 *
        ∑ n ∈ s, 2 * (ω n : ℂ) * (‖x n‖ : ℂ) ^ 2 / ((ω n : ℂ) ^ 2 - z ^ 2)) := by
    simp only [Finset.mul_sum]
    rw [← Finset.sum_add_distrib]
    apply Finset.sum_congr rfl
    intro n hn
    have hd : (ω n : ℂ) ^ 2 - z ^ 2 ≠ 0 := sub_ne_zero.mpr (Ne.symm (hz n hn))
    have hp : (‖momentum m ω x n‖ : ℂ) ^ 2 =
        (m : ℂ) ^ 2 * (ω n : ℂ) ^ 2 * (‖x n‖ : ℂ) ^ 2 := by
      exact_mod_cast norm_momentum_sq m ω x n
    rw [hp]
    field_simp
    ring
  unfold currentResponse polarizability oscillatorSum
  push_cast
  linear_combination -key
```

The hypothesis `hz` is the off-resonance condition, required only for transitions in s. The frequencies need not be positive here, and s may be empty; then both sums are zero and the response is the diamagnetic term q²/m alone.

## (c) The response with the sum rule

**Task.** Assume in addition that S_s = 1/m. Show that at every off-resonant z

K_s(z) = −z² α_s(z)

**Solution.** By (b), the response differs from −z² α_s(z) by q² (1/m − S_s). The sum rule makes the bracket zero, and the target remains. The diamagnetic term has been cancelled by the frequency-independent part of the paramagnetic term.

For real z = ω the equation agrees with what electrodynamics asks for. With time dependence e^{−iωt}, the electric field is E = iωA and the induced dipole is α_s(ω)E. The current is the time derivative of that dipole, −iω α_s(ω)E = ω² α_s(ω)A, and this is −K_s(ω)A.

The Lean proof rewrites the response with (b), replaces the oscillator sum by 1/m through `hsum`, and lets `ring` cancel the two equal terms. In the statement, `-z ^ 2` means −(z²).

```lean
/-- Under the sum rule `∑ 2 ω_n |x_n|² = 1/m`, the minimal-coupling response at any
off-resonant complex frequency `z` equals `-z² α(z)`. -/
theorem currentResponse_eq_neg_sq_mul_polarizability {q m : ℝ} (hm : 0 < m)
    {s : Finset ι} {ω : ι → ℝ} {x : ι → ℂ} {z : ℂ}
    (hsum : oscillatorSum s ω x = 1 / m) (hz : ∀ n ∈ s, z ^ 2 ≠ (ω n : ℂ) ^ 2) :
    currentResponse q m s ω (momentum m ω x) z = -z ^ 2 * polarizability q s ω x z := by
  rw [currentResponse_eq_defect hm hz, hsum]
  push_cast
  ring
```

The equation covers all off-resonant complex frequencies at once. Positivity of the ω_n is again not needed, although it holds when the reference state is a nondegenerate ground state.

## (d) The static limit as a test of the sum rule

**Task.** Let q ≠ 0 and let ω_n > 0 for every n in s. Show that

K_s(0) = 0 if and only if S_s = 1/m

**Solution.** Since all ω_n are positive, z = 0 is off resonance, and (b) applies. Its last term carries the factor z² = 0, which leaves

K_s(0) = q² (1/m − S_s)

If the left side is zero, division by q² ≠ 0 gives S_s = 1/m. Conversely, if S_s = 1/m, then (c) at z = 0 gives K_s(0) = 0.

Both conditions have a role. An uncharged particle has no response whatever its oscillator sum, so for q = 0 a zero response says nothing about S_s. Positive frequencies keep z = 0 away from every resonance.

In the code, `hz` derives the off-resonance condition from `hω`. In the forward direction, `h1` is the static form of (b), `h2` removes the factor q², and `Complex.ofReal_injective` brings the resulting equality back from complex to real numbers. The reverse direction calls (c) and simplifies at zero frequency.

```lean
/-- For a charged particle and positive transition frequencies, the static minimal-coupling
response vanishes exactly when the sum rule holds. -/
theorem static_response_eq_zero_iff {q m : ℝ} (hq : q ≠ 0) (hm : 0 < m)
    {s : Finset ι} {ω : ι → ℝ} {x : ι → ℂ} (hω : ∀ n ∈ s, 0 < ω n) :
    currentResponse q m s ω (momentum m ω x) 0 = 0 ↔ oscillatorSum s ω x = 1 / m := by
  -- zero frequency is off resonance because every transition frequency is positive
  have hz : ∀ n ∈ s, (0 : ℂ) ^ 2 ≠ (ω n : ℂ) ^ 2 := by
    intro n hn h
    have h0 : ω n = 0 := by simpa using h.symm
    exact (hω n hn).ne' h0
  constructor
  · intro h
    rw [currentResponse_eq_defect hm hz] at h
    have hq' : (q : ℂ) ^ 2 ≠ 0 := pow_ne_zero 2 (by exact_mod_cast hq)
    have h1 : (q : ℂ) ^ 2 * (1 / (m : ℂ) - (oscillatorSum s ω x : ℂ)) = 0 := by
      linear_combination h
    have h2 := (mul_eq_zero.mp h1).resolve_left hq'
    have h3 : (oscillatorSum s ω x : ℂ) = ((1 / m : ℝ) : ℂ) := by
      push_cast
      linear_combination -h2
    exact Complex.ofReal_injective h3
  · intro h
    rw [currentResponse_eq_neg_sq_mul_polarizability hm h hz]
    simp
```

For a finite list of positive transition frequencies, with momentum elements p_n = i m ω_n x_n, a nonzero static response of a charged particle therefore shows that the list violates the sum rule.

## (e) The cost of discarding transitions

**Task.** Let t be a finite set of transitions that obeys the sum rule, S_t = 1/m, and let s be a subset of t. Write t∖s for the transitions that are discarded. Show that the response computed from s alone is

K_s(z) = q² S_{t∖s} − z² α_s(z)

for every z that is off resonance with the transitions in s.

**Solution.** The oscillator sum over t splits into the kept and the discarded transitions:

S_t = S_{t∖s} + S_s

With S_t = 1/m this gives

1/m − S_s = S_{t∖s}

The left side is the bracket in (b), and substitution gives the target.

The additional term q² S_{t∖s} does not depend on frequency. If the discarded transitions have positive frequencies, it is a sum of nonnegative contributions, so they cannot cancel one another. Near z = 0 it can dominate the response, because the remaining term −z² α_s(z) goes to zero there. The polarizability α_s is itself a truncated sum, but it enters the current multiplied by z².

In the proof, `h` is the splitting of the sum, supplied by `Finset.sum_sdiff`, and `h'` solves it for the discarded part. The rest is a rewriting with (b).

```lean
/-- If the sum rule holds for the transitions `t` but only a subset `s` is kept, the response is,
off resonance with `s`, `-z² α(z)` of the kept transitions plus `q²` times the oscillator sum of the
discarded ones. -/
theorem truncated_response [DecidableEq ι] {q m : ℝ} (hm : 0 < m) {s t : Finset ι}
    (hst : s ⊆ t) {ω : ι → ℝ} {x : ι → ℂ} {z : ℂ}
    (hsum : oscillatorSum t ω x = 1 / m) (hz : ∀ n ∈ s, z ^ 2 ≠ (ω n : ℂ) ^ 2) :
    currentResponse q m s ω (momentum m ω x) z =
      (q : ℂ) ^ 2 * (oscillatorSum (t \ s) ω x : ℂ) - z ^ 2 * polarizability q s ω x z := by
  have h : oscillatorSum (t \ s) ω x + oscillatorSum s ω x = oscillatorSum t ω x :=
    Finset.sum_sdiff hst
  -- the discarded transitions carry the missing part of the sum rule
  have h' : oscillatorSum (t \ s) ω x = 1 / m - oscillatorSum s ω x := by linarith
  rw [currentResponse_eq_defect hm hz, h']
  push_cast
  ring
```

The theorem describes a truncation that only removes terms: the kept transitions retain their ω_n and x_n. A smaller basis set in an electronic-structure calculation usually changes these numbers too, and it can break the relation p_n = i m ω_n x_n; the equation does not describe these effects. For s = t nothing is discarded, the additional term is zero, and (c) is recovered.

## (f) Two transitions that obey the sum rule

**Task.** Take two transitions with frequencies 1 and 2 and dipole elements 1/2 and i/2, for a particle of mass m = 2/3. Check that both frequencies are positive and that

2 · 1 · |1/2|² + 2 · 2 · |i/2|² = 1/m

**Solution.** The frequencies are positive by inspection. Both dipole elements have squared modulus 1/4, so the left side is 1/2 + 1 = 3/2, and 1/m = 1/(2/3) = 3/2 as well.

With these data, (c) applies at every z with z² different from 1 and 4, and by (d) the static response is zero. The second dipole is imaginary, so the example also uses the complex values that the definitions allow. The numbers are chosen to satisfy the hypotheses; no potential V(x) that produces them is given.

The code labels the two transitions by `Fin 2` and takes all of them with `Finset.univ`. The call `fin_cases n` checks the two frequencies one at a time, and `norm_num` evaluates the sum.

```lean
/-- Two transitions with frequencies `1, 2` and dipoles `1/2, i/2` have positive frequencies
and obey the sum rule for mass `2/3`. -/
theorem sumRule_witness :
    (∀ n, 0 < (![1, 2] : Fin 2 → ℝ) n) ∧
      oscillatorSum Finset.univ (![1, 2] : Fin 2 → ℝ) (![1 / 2, I / 2] : Fin 2 → ℂ)
        = 1 / (2 / 3) := by
  constructor
  · intro n
    fin_cases n <;> simp
  · norm_num [oscillatorSum, Fin.sum_univ_two]

end

end MinimalCouplingResponse
```

```lean
#print axioms MinimalCouplingResponse.currentResponse_eq_neg_sq_mul_polarizability
-- 'MinimalCouplingResponse.currentResponse_eq_neg_sq_mul_polarizability' depends on axioms: [propext, Classical.choice, Quot.sound]
#print axioms MinimalCouplingResponse.static_response_eq_zero_iff
-- 'MinimalCouplingResponse.static_response_eq_zero_iff' depends on axioms: [propext, Classical.choice, Quot.sound]
#print axioms MinimalCouplingResponse.truncated_response
-- 'MinimalCouplingResponse.truncated_response' depends on axioms: [propext, Classical.choice, Quot.sound]
```
